# The quantum stress of a smooth, real one-particle stationary state balances the external force

Let $U\subseteq\mathbb{R}^d$ be open, let $\psi$ be real and three times continuously differentiable on $U$, and let the potential $v$ be differentiable there. If $-\tfrac12\Delta\psi+v\psi=E\psi$ on $U$ for a real constant $E$, then the tensor

$$s_{ij}=\tfrac12\left(\psi\,\partial_i\partial_j\psi-\partial_i\psi\,\partial_j\psi\right)$$

satisfies, at every point of $U$ and for every $i$,

$$\sum_j\partial_j s_{ij}=\psi^2\,\partial_i v .$$

## Force density in a state without current

The units are atomic, with $\hbar=m=1$. The potential exerts the force $-\partial_i v$ on the particle, so the external force density is $-\psi^2\partial_i v$. A real stationary state carries no current, and its momentum density stays zero. The external force must therefore be compensated locally, and the divergence of $s_{ij}$ does this: the two force densities add up to zero at each point.

The balance is quadratic in $\psi$, and normalisation is not assumed. If $N=\int\psi^2$ is finite and nonzero, dividing both sides by $N$ gives the balance for the normalised density $\psi^2/N$.

For non-interacting electrons in a common local potential, such as real Kohn–Sham orbitals in a fixed effective potential, the weighted sum of the orbital balances gives a pointwise consistency test for a computed stress field.

## The statement in Lean

A point of space is a function `Fin d → ℝ`, the list of its Cartesian coordinates. The partial derivative `pd i f x` is the Fréchet derivative of `f` at `x`, applied to the coordinate vector `Pi.single i 1`. From it are built `laplacian`, `stress` and `tensorDiv`; the last differentiates along the second index of the tensor and sums over it.

The predicate `SolvesSchrodinger U v E ψ` is the Schrödinger equation at each point of `U`. It includes no boundary condition, so $E$ need not be an eigenvalue of a Hamiltonian on a Hilbert space. The smoothness of $\psi$ is `ContDiffOn ℝ 3 ψ U`, and that of the potential is `DifferentiableOn ℝ v U`. For a Coulomb potential, $U$ has to leave out the nuclei, where $v$ is singular.

The main theorem is `stress_balance`. Two further theorems extend it:

- `orbital_stress_balance` takes finitely many orbitals $\varphi_k$ with separate energies $E_k$ and arbitrary real weights $n_k$. The weighted stress has divergence $\left(\sum_k n_k\varphi_k^2\right)\partial_i v$. If the orbitals are orthonormal and the weights are their occupations, the bracket is the electron density.
- `schrodinger_iff_stress_balance` assumes that $U$ is preconnected, which means connected or empty, and that $\psi$ has no zeros in it. Stress balance throughout $U$ is then equivalent to the Schrödinger equation for some $E$.

The model has a multiplicative potential and real wave functions. It leaves out magnetic fields, current-carrying states, nonlocal pseudopotentials and explicit electron–electron interaction. The form of $s_{ij}$ is also a convention, since adding a divergence-free tensor changes the stress but not the balance.

## From the product rule to the force

Differentiate the stress along $j$:

$$\partial_j s_{ij}=\tfrac12\left(\partial_j\psi\,\partial_i\partial_j\psi+\psi\,\partial_j\partial_i\partial_j\psi-\partial_j\partial_i\psi\,\partial_j\psi-\partial_i\psi\,\partial_j\partial_j\psi\right).$$

Mixed partial derivatives commute, so the first and third terms cancel. In the second term, $\partial_j\partial_i\partial_j\psi=\partial_i\partial_j\partial_j\psi$. Summing over $j$ gives

$$\sum_j\partial_j s_{ij}=\tfrac12\left(\psi\,\partial_i\Delta\psi-\partial_i\psi\,\Delta\psi\right),$$

which holds for every $C^3$ function, whether or not it solves a Schrödinger equation.

Now write the Schrödinger equation as $\Delta\psi=2w\psi$ with $w=v-E$. Its derivative is $\partial_i\Delta\psi=2w\,\partial_i\psi+2\psi\,\partial_i w$. Inserting both,

$$\sum_j\partial_j s_{ij}=\tfrac12\left(2w\psi\,\partial_i\psi+2\psi^2\partial_i w-2w\psi\,\partial_i\psi\right)=\psi^2\,\partial_i w=\psi^2\,\partial_i v,$$

because $E$ is constant. For several orbitals, multiply the $k$-th balance by $n_k$ and add; the energies have already disappeared.

## Recovering the Schrödinger equation from the balance

Suppose that $\psi$ has no zeros in $U$ and that the balance holds there. Define $w=\Delta\psi/(2\psi)$, which is differentiable and satisfies $\Delta\psi=2w\psi$. The calculation above gives $\sum_j\partial_j s_{ij}=\psi^2\partial_i w$, while the assumed balance gives $\psi^2\partial_i v$. Dividing by $\psi^2$ yields $\partial_i w=\partial_i v$ for every $i$.

On a preconnected open set, $w-v$ is then a constant $c$, and

$$-\tfrac12\Delta\psi+v\psi=(-w+v)\psi=-c\,\psi .$$

This is the Schrödinger equation with $E=-c$. On two disjoint intervals, by contrast, $\psi$ could solve the equation with a different energy on each, and the balance would hold without a common $E$.

## The complete file

```lean
import Mathlib

open Topology

namespace QuantumStressBalance

noncomputable section

variable {d : ℕ} {U : Set (Fin d → ℝ)} {ψ v : (Fin d → ℝ) → ℝ} {x : Fin d → ℝ}

/-- The partial derivative of `f` along the `i`-th Cartesian coordinate. -/
def pd (i : Fin d) (f : (Fin d → ℝ) → ℝ) (x : Fin d → ℝ) : ℝ :=
  fderiv ℝ f x (Pi.single i 1)

/-- The Laplacian, the sum of the unmixed second partial derivatives. -/
def laplacian (f : (Fin d → ℝ) → ℝ) (x : Fin d → ℝ) : ℝ :=
  ∑ j, pd j (pd j f) x

/-- The quantum stress `s_ij = (ψ ∂_i ∂_j ψ - ∂_i ψ ∂_j ψ) / 2` of a real wave function. -/
def stress (ψ : (Fin d → ℝ) → ℝ) (i j : Fin d) (x : Fin d → ℝ) : ℝ :=
  (1 / 2) * (ψ x * pd i (pd j ψ) x - pd i ψ x * pd j ψ x)

/-- The `i`-th component `∑_j ∂_j s_ij` of the divergence of a tensor field. -/
def tensorDiv (s : Fin d → Fin d → (Fin d → ℝ) → ℝ) (i : Fin d) (x : Fin d → ℝ) : ℝ :=
  ∑ j, pd j (s i j) x

/-- The stationary Schrödinger equation `-Δψ/2 + v ψ = E ψ` at every point of `U`. -/
def SolvesSchrodinger (U : Set (Fin d → ℝ)) (v : (Fin d → ℝ) → ℝ) (E : ℝ)
    (ψ : (Fin d → ℝ) → ℝ) : Prop :=
  ∀ x ∈ U, -(1 / 2) * laplacian ψ x + v x * ψ x = E * ψ x

/-- On an open set, a partial derivative has one order of smoothness less than the function. -/
theorem pd_contDiffOn {m n : WithTop ℕ∞} (hU : IsOpen U) (hψ : ContDiffOn ℝ n ψ U)
    (h : m + 1 ≤ n) (i : Fin d) : ContDiffOn ℝ m (pd i ψ) U :=
  (hψ.fderiv_of_isOpen hU h).clm_apply contDiffOn_const

/-- The partial derivative of a finite sum of differentiable fields is the sum of their
partial derivatives. -/
theorem pd_sum {ι : Type*} [Fintype ι] {f : ι → (Fin d → ℝ) → ℝ}
    (h : ∀ k, DifferentiableAt ℝ (f k) x) (i : Fin d) :
    pd i (fun y => ∑ k, f k y) x = ∑ k, pd i (f k) x := by
  have h' := (HasFDerivAt.fun_sum (u := Finset.univ) (A := f)
    fun k _ => (h k).hasFDerivAt).fderiv
  simp only [pd, h', sum_apply]

/-- Mixed partial derivatives of a C² function on an open set commute. -/
theorem pd_comm (hU : IsOpen U) (hψ : ContDiffOn ℝ 2 ψ U) (hx : x ∈ U) (i j : Fin d) :
    pd i (pd j ψ) x = pd j (pd i ψ) x := by
  have hc : ContDiffAt ℝ 2 ψ x := hψ.contDiffAt (hU.mem_nhds hx)
  have hD : DifferentiableAt ℝ (fderiv ℝ ψ) x :=
    ((hψ.fderiv_of_isOpen (m := 1) hU one_add_one_eq_two.le).differentiableOn
      (by simp)).differentiableAt (hU.mem_nhds hx)
  have key : ∀ a b : Fin d, pd a (pd b ψ) x =
      fderiv ℝ (fderiv ℝ ψ) x (Pi.single a 1) (Pi.single b 1) := by
    intro a b
    have h := hD.hasFDerivAt.clm_apply
      (hasFDerivAt_const (Pi.single b (1 : ℝ) : Fin d → ℝ) x)
    have h' : HasFDerivAt (pd b ψ) _ x := h
    rw [pd, h'.fderiv]
    simp
  rw [key, key]
  exact (hc.isSymmSndFDerivAt (by simp)).eq _ _

/-- The quantum stress of a C² wave function on an open set is a symmetric tensor. -/
theorem stress_symm (hU : IsOpen U) (hψ : ContDiffOn ℝ 2 ψ U) (hx : x ∈ U) (i j : Fin d) :
    stress ψ i j x = stress ψ j i x := by
  rw [stress, stress, pd_comm hU hψ hx i j]
  ring

/-- The quantum stress of a C³ wave function on an open set is continuously differentiable. -/
theorem stress_contDiffOn (hU : IsOpen U) (hψ : ContDiffOn ℝ 3 ψ U) (i j : Fin d) :
    ContDiffOn ℝ 1 (stress ψ i j) U := by
  have h1 : ∀ k, ContDiffOn ℝ 2 (pd k ψ) U :=
    pd_contDiffOn hU hψ two_add_one_eq_three.le
  have h2 := pd_contDiffOn (m := 1) hU (h1 j) one_add_one_eq_two.le i
  have h := (contDiffOn_const (c := (1 / 2 : ℝ))).mul
    (((hψ.of_le (by norm_num)).mul h2).sub
      (((h1 i).of_le (by norm_num)).mul ((h1 j).of_le (by norm_num))))
  exact h

/-- For any C³ function on an open set, the divergence of the quantum stress is
`(ψ ∂_i Δψ - ∂_i ψ Δψ) / 2`. -/
theorem div_stress (hU : IsOpen U) (hψ : ContDiffOn ℝ 3 ψ U) (hx : x ∈ U) (i : Fin d) :
    tensorDiv (stress ψ) i x =
      (1 / 2) * (ψ x * pd i (laplacian ψ) x - pd i ψ x * laplacian ψ x) := by
  have D : ∀ {f : (Fin d → ℝ) → ℝ}, ContDiffOn ℝ 1 f U → DifferentiableAt ℝ f x :=
    fun h => (h.differentiableOn (by simp)).differentiableAt (hU.mem_nhds hx)
  have h1 : ∀ k, ContDiffOn ℝ 2 (pd k ψ) U :=
    pd_contDiffOn hU hψ two_add_one_eq_three.le
  have h2 : ∀ k l, ContDiffOn ℝ 1 (pd k (pd l ψ)) U :=
    fun k l => pd_contDiffOn hU (h1 l) one_add_one_eq_two.le k
  have d1 : ∀ k, DifferentiableAt ℝ (pd k ψ) x := fun k => D ((h1 k).of_le (by norm_num))
  -- product rule; the terms with mixed second derivatives cancel
  have hs : ∀ j, pd j (stress ψ i j) x =
      (1 / 2) * (ψ x * pd i (pd j (pd j ψ)) x - pd i ψ x * pd j (pd j ψ) x) := by
    intro j
    have h := (((D (hψ.of_le (by norm_num))).hasFDerivAt.mul (D (h2 i j)).hasFDerivAt).sub
      ((d1 i).hasFDerivAt.mul (d1 j).hasFDerivAt)).const_mul (1 / 2 : ℝ)
    have h' : HasFDerivAt (stress ψ i j) _ x := h
    have e := congrArg (fun L : (Fin d → ℝ) →L[ℝ] ℝ => L (Pi.single j 1)) h'.fderiv
    change pd j (stress ψ i j) x = (1 / 2) *
      ((ψ x * pd j (pd i (pd j ψ)) x + pd i (pd j ψ) x * pd j ψ x) -
        (pd i ψ x * pd j (pd j ψ) x + pd j ψ x * pd j (pd i ψ) x)) at e
    have hc := pd_comm hU (h1 j) hx i j
    have hij := pd_comm hU (hψ.of_le (by norm_num)) hx i j
    linear_combination e - (1 / 2) * ψ x * hc + (1 / 2) * pd j ψ x * hij
  have hl : pd i (laplacian ψ) x = ∑ j, pd i (pd j (pd j ψ)) x :=
    pd_sum (f := fun j => pd j (pd j ψ)) (fun j => D (h2 j j)) i
  simp only [tensorDiv, hs, hl, laplacian, ← Finset.mul_sum, Finset.sum_sub_distrib]

/-- If a C³ function obeys `Δψ = 2 w ψ` on an open set with `w` differentiable, then the
divergence of its quantum stress is `ψ² ∂_i w`. -/
theorem div_stress_of_laplacian {w : (Fin d → ℝ) → ℝ} (hU : IsOpen U)
    (hψ : ContDiffOn ℝ 3 ψ U) (hw : DifferentiableOn ℝ w U)
    (hlap : ∀ y ∈ U, laplacian ψ y = 2 * (w y * ψ y)) (hx : x ∈ U) (i : Fin d) :
    tensorDiv (stress ψ) i x = ψ x ^ 2 * pd i w x := by
  have hU' := hU.mem_nhds hx
  have hψx := (hψ.differentiableOn (by simp)).differentiableAt hU'
  have he : laplacian ψ =ᶠ[𝓝 x] fun y => 2 * (w y * ψ y) :=
    Filter.eventually_of_mem hU' hlap
  have h := ((hw.differentiableAt hU').hasFDerivAt.mul hψx.hasFDerivAt).const_mul (2 : ℝ)
  have h' : HasFDerivAt (fun y => 2 * (w y * ψ y)) _ x := h
  -- differentiate the equation for the Laplacian
  have e := congrArg (fun L : (Fin d → ℝ) →L[ℝ] ℝ => L (Pi.single i 1))
    (he.fderiv_eq.trans h'.fderiv)
  change pd i (laplacian ψ) x = 2 * (w x * pd i ψ x + ψ x * pd i w x) at e
  rw [div_stress hU hψ hx, e, hlap x hx]
  ring

/-- Quantum stress balance: for a real C³ solution of the Schrödinger equation on an open set,
with differentiable potential `v`, one has `∑_j ∂_j s_ij = ψ² ∂_i v` at every point. -/
theorem stress_balance {E : ℝ} (hU : IsOpen U) (hψ : ContDiffOn ℝ 3 ψ U)
    (hv : DifferentiableOn ℝ v U) (hS : SolvesSchrodinger U v E ψ) (hx : x ∈ U) (i : Fin d) :
    tensorDiv (stress ψ) i x = ψ x ^ 2 * pd i v x := by
  have h := div_stress_of_laplacian (w := fun y => v y - E) hU hψ (hv.sub_const E)
    (fun y hy => by linear_combination (-2) * hS y hy) hx i
  simpa only [pd, fderiv_sub_const] using h

/-- For finitely many real C³ orbitals `φ_k` with energies `E_k` in a common differentiable
potential on an open set, the stress summed with weights `n_k` has divergence
`(∑_k n_k φ_k²) ∂_i v`. -/
theorem orbital_stress_balance {ι : Type*} [Fintype ι] (n E : ι → ℝ)
    {φ : ι → (Fin d → ℝ) → ℝ} (hU : IsOpen U) (hφ : ∀ k, ContDiffOn ℝ 3 (φ k) U)
    (hv : DifferentiableOn ℝ v U) (hS : ∀ k, SolvesSchrodinger U v (E k) (φ k))
    (hx : x ∈ U) (i : Fin d) :
    tensorDiv (fun i j y => ∑ k, n k * stress (φ k) i j y) i x =
      (∑ k, n k * φ k x ^ 2) * pd i v x := by
  have hd : ∀ k j, DifferentiableAt ℝ (stress (φ k) i j) x := fun k j =>
    ((stress_contDiffOn hU (hφ k) i j).differentiableOn (by simp)).differentiableAt
      (hU.mem_nhds hx)
  have hj : ∀ j, pd j (fun y => ∑ k, n k * stress (φ k) i j y) x =
      ∑ k, n k * pd j (stress (φ k) i j) x := by
    intro j
    refine (pd_sum (f := fun k y => n k * stress (φ k) i j y)
      (fun k => (hd k j).const_mul (n k)) j).trans (Finset.sum_congr rfl fun k _ => ?_)
    exact congrArg (fun L : (Fin d → ℝ) →L[ℝ] ℝ => L (Pi.single j 1))
      ((hd k j).hasFDerivAt.const_mul (n k)).fderiv
  calc tensorDiv (fun i j y => ∑ k, n k * stress (φ k) i j y) i x
      = ∑ j, ∑ k, n k * pd j (stress (φ k) i j) x := Finset.sum_congr rfl fun j _ => hj j
    _ = ∑ k, n k * tensorDiv (stress (φ k)) i x := by
        rw [Finset.sum_comm]
        simp only [tensorDiv, Finset.mul_sum]
    _ = (∑ k, n k * φ k x ^ 2) * pd i v x := by
        rw [Finset.sum_mul]
        refine Finset.sum_congr rfl fun k _ => ?_
        rw [stress_balance hU (hφ k) hv (hS k) hx i]
        ring

/-- On a preconnected open set where a real C³ function `ψ` has no zeros, and for differentiable
`v`, stress balance at every point is equivalent to the Schrödinger equation for some `E`. -/
theorem schrodinger_iff_stress_balance (hU : IsOpen U) (hconn : IsPreconnected U)
    (hψ : ContDiffOn ℝ 3 ψ U) (hv : DifferentiableOn ℝ v U) (hne : ∀ x ∈ U, ψ x ≠ 0) :
    (∃ E, SolvesSchrodinger U v E ψ) ↔
      ∀ x ∈ U, ∀ i, tensorDiv (stress ψ) i x = ψ x ^ 2 * pd i v x := by
  refine ⟨fun ⟨E, hS⟩ x hx i => stress_balance hU hψ hv hS hx i, fun hbal => ?_⟩
  -- the potential reconstructed from the wave function
  obtain ⟨w, hw, hlap⟩ : ∃ w : (Fin d → ℝ) → ℝ, DifferentiableOn ℝ w U ∧
      ∀ y ∈ U, laplacian ψ y = 2 * (w y * ψ y) := by
    have hL : ContDiffOn ℝ 1 (laplacian ψ) U :=
      ContDiffOn.sum fun j _ => pd_contDiffOn hU
        (pd_contDiffOn (m := 2) hU hψ two_add_one_eq_three.le j) one_add_one_eq_two.le j
    have hψ1 : ContDiffOn ℝ 1 ψ U := hψ.of_le (by norm_num)
    have hden : ContDiffOn ℝ 1 (fun y => 2 * ψ y) U := contDiffOn_const.mul hψ1
    have hq : ContDiffOn ℝ 1 (fun y => laplacian ψ y / (2 * ψ y)) U := fun y hy =>
      ContDiffWithinAt.div (hL y hy) (hden y hy) (mul_ne_zero two_ne_zero (hne y hy))
    refine ⟨fun y => laplacian ψ y / (2 * ψ y), hq.differentiableOn (by simp),
      fun y hy => ?_⟩
    have h0 := hne y hy
    change laplacian ψ y = 2 * (laplacian ψ y / (2 * ψ y) * ψ y)
    field_simp
  -- it has the same gradient as `v`, so the two differ by a constant
  have hz : U.EqOn (fderiv ℝ (fun y => w y - v y)) 0 := by
    intro x hx
    have hp : ∀ i, pd i w x = pd i v x := fun i =>
      mul_left_cancel₀ (pow_ne_zero 2 (hne x hx))
        ((div_stress_of_laplacian hU hψ hw hlap hx i).symm.trans (hbal x hx i))
    have heq : fderiv ℝ w x = fderiv ℝ v x :=
      ContinuousLinearMap.coe_injective ((Pi.basisFun ℝ (Fin d)).ext fun i => by
        rw [Pi.basisFun_apply]
        exact hp i)
    have h := ((hw.differentiableAt (hU.mem_nhds hx)).hasFDerivAt.sub
      (hv.differentiableAt (hU.mem_nhds hx)).hasFDerivAt).fderiv
    exact h.trans (sub_eq_zero.mpr heq)
  obtain ⟨c, hc⟩ := hU.exists_is_const_of_fderiv_eq_zero hconn (hw.sub hv) hz
  refine ⟨-c, fun x hx => ?_⟩
  have h : w x - v x = c := hc x hx
  linear_combination (-(1 / 2)) * hlap x hx - ψ x * h

end

end QuantumStressBalance
```

```lean
#print axioms QuantumStressBalance.stress_symm
#print axioms QuantumStressBalance.stress_balance
#print axioms QuantumStressBalance.orbital_stress_balance
#print axioms QuantumStressBalance.schrodinger_iff_stress_balance
```

```
'QuantumStressBalance.stress_symm' depends on axioms: [propext, Classical.choice, Quot.sound]
'QuantumStressBalance.stress_balance' depends on axioms: [propext, Classical.choice, Quot.sound]
'QuantumStressBalance.orbital_stress_balance' depends on axioms: [propext, Classical.choice, Quot.sound]
'QuantumStressBalance.schrodinger_iff_stress_balance' depends on axioms: [propext, Classical.choice, Quot.sound]
```

## How the lemmas carry the calculation

**Derivatives and symmetry.** `pd_contDiffOn` says that a partial derivative costs one order of smoothness, and `pd_sum` takes it through a finite sum. In `pd_comm`, the step `key` writes an iterated partial derivative as the second Fréchet derivative applied to two coordinate vectors; Mathlib's symmetry theorem then exchanges them. `stress_symm` and `stress_contDiffOn` follow: the stress is symmetric for $C^2$ functions and continuously differentiable for $C^3$ functions.

**The general divergence.** In `div_stress`, the equation `e` is the four-term product rule above. The equation `hij` exchanges the second derivatives of $\psi$, and `hc` exchanges the outer two derivatives in the third-order term by applying `pd_comm` to $\partial_j\psi$. `linear_combination` combines the three into the formula for one $j$, and the last line sums over $j$.

**The potential enters.** `div_stress_of_laplacian` differentiates $\Delta\psi=2w\psi$ and substitutes the result; `ring` performs the final cancellation. `stress_balance` applies it to $w=v-E$, and `fderiv_sub_const` removes the energy from the gradient.

**Several orbitals.** `orbital_stress_balance` moves the derivative through the weighted sum, exchanges the sums over $j$ and $k$ with `Finset.sum_comm`, and uses `stress_balance` for each orbital.

**The equivalence.** The forward direction is `stress_balance`. For the converse, the proof constructs $w$ as the quotient above and cancels $\psi^2$ to obtain `hp`, the equality of all partial derivatives. Since a linear map is determined by its values on a basis, the full derivatives agree, so $w-v$ has zero derivative. `exists_is_const_of_fderiv_eq_zero` supplies the constant $c$.

## Differentiating an equation that holds only on $U$

The step from $\Delta\psi=2w\psi$ to its derivative needs more than equality at the point $x$. The functions $t$ and $t^2$ agree at $t=0$, yet their derivatives there are $1$ and $0$. Equality on a neighbourhood is enough.

Mathlib expresses this with eventual equality. In `div_stress_of_laplacian`, the statement `he` has the form `laplacian ψ =ᶠ[𝓝 x] fun y => 2 * (w y * ψ y)`: the two functions agree at all points sufficiently close to `x`. It follows from `hlap` because an open set is a neighbourhood of each of its points, which is what `hU.mem_nhds hx` provides.

Then `he.fderiv_eq` equates the two Fréchet derivatives at `x`, and the product rule `h'` computes the one on the right. Applying both sides to `Pi.single i 1` with `congrArg` selects the $i$-th component, and `change` writes it in terms of `pd`. The result is the differentiated Schrödinger equation, obtained without any assumption about $\psi$ or $v$ outside $U$.
